# With all eigenvalues of the local occupation matrix n below 1/2, the DFT+U term (U/2) tr(n − n²) with U > 0 lowers no occupied level at first order

## Why did +U push my filled d levels up?

In my DFT+U runs, $a_k$ is the vector of projections of occupied orbital $k$ on the local d orbitals of an atomic sphere, $n=\sum_k a_k a_k^\dagger$ is the occupation matrix of one spin channel, and the correction is $E_U=\frac U2\operatorname{tr}(n-n^2)$. I expected $U>0$ to pull filled levels down. With a small sphere they went up. The orbitals are fully occupied, so is this a bug?

## The occupation matrix of the sphere decides the sign

Conventions: the local orbitals are orthonormal, $\langle x,y\rangle=x^\dagger y$, and the first-order shift of a level with local projection $x$ is $s(x)=U\langle x,(\tfrac12-n)x\rangle$.

It need not be a bug. The correction sees only the projections on the local orbitals, so the eigenvalues of $n$ can lie below $\tfrac12$ even though every orbital in the sum is fully occupied.

**The shift is a derivative.** Put $D=xx^\dagger$, so that $\langle x,Mx\rangle=\operatorname{tr}(MD)$ for any matrix $M$. Adding occupation $t$ of this orbital gives, since $\operatorname{tr}(Dn)=\operatorname{tr}(nD)$,

$$E_U(n+tD)=E_U(n)+tU\left[\tfrac12\operatorname{tr}D-\operatorname{tr}(nD)\right]-t^2\tfrac U2\operatorname{tr}D^2 .$$

The coefficient of $t$ is $s(x)$.

**The sum.** Since $\sum_k a_ka_k^\dagger=n$,

$$\sum_k s(a_k)=U\operatorname{tr}\left[(\tfrac12-n)n\right]=U\operatorname{tr}(\tfrac n2-n^2).$$

**The sign.** The matrix $n$ is Hermitian, with orthonormal eigenvectors $v_j$ and eigenvalues $\nu_j$, so

$$s(x)=U\sum_j(\tfrac12-\nu_j)\,|\langle v_j,x\rangle|^2 .$$

Take $U>0$ from here on. If all $\nu_j<\tfrac12$, this is positive for $x\neq0$ and zero for $x=0$. If $n\ne0$, some $a_k\neq0$, and the sum is positive. If all $\nu_j>\tfrac12$, every nonzero $x$ is shifted down, as you expected. With eigenvalues on both sides of $\tfrac12$, the sign depends on $x$.

**One orbital.** For $n=xx^\dagger$ with weight $p=\sum_i|x_i|^2$ we have $nx=px$, hence $s(x)=Up(\tfrac12-p)$. For $x\ne0$ the level rises exactly when $p<\tfrac12$.

**Numbers.** Take $U=4$ eV, $a_1=(0.6,\,0)$ and $a_2=(0.3,\,0.4)$. Then

$$n=\begin{pmatrix}0.45&0.12\\0.12&0.16\end{pmatrix},$$

with eigenvalues of about $0.493$ and $0.117$. The shifts are $4\times0.018=0.072$ eV and $4\times0.0301=0.1204$ eV. Their sum, $0.1924$ eV, agrees with $4\,(0.305-0.2569)$ eV from the trace formula.

### What the Lean statements say

The finite types `ι` and `m` label the occupied orbitals and the local orbitals. `occupation a` is $n$, `hubbardEnergy` is $E_U$ and `levelShift` is $s$, the last two taken as real parts. `IsEigenvalue A μ` says that a nonzero vector is scaled by the real number `μ`.

`occupied_levels_raised` assumes $U>0$, $n\neq0$ and all eigenvalues of $n$ below $\tfrac12$; it concludes that every shift is nonnegative and their sum positive. The sum rule `sum_levelShift` needs none of these conditions.

The projections are given vectors: how a code obtains them is not modelled, and neither is the self-consistent response of the orbitals. For a DFT+U calculation, this makes the result a first-order check at fixed orbitals: compare the eigenvalues of $n$ with $\tfrac12$ before reading the sign of a shift.

```lean
import Mathlib

open Matrix
open scoped ComplexOrder

namespace HubbardSmallSpheres

noncomputable section

variable {ι m : Type*} [Fintype ι] [Fintype m] [DecidableEq m]

/-- The local occupation matrix `n = ∑ a_k a_k†` of orbitals with local projections `a_k`. -/
def occupation (a : ι → m → ℂ) : Matrix m m ℂ :=
  ∑ k, vecMulVec (a k) (star (a k))

/-- The Hubbard correction energy `(U/2) tr(n - n²)`, taken as a real part. -/
def hubbardEnergy (U : ℝ) (n : Matrix m m ℂ) : ℝ :=
  U / 2 * (trace (n - n * n)).re

/-- The first-order shift `U ⟨x, (1/2 - n) x⟩` of a level with local projection `x`,
taken as a real part. -/
def levelShift (U : ℝ) (n : Matrix m m ℂ) (x : m → ℂ) : ℝ :=
  U * (star x ⬝ᵥ (((1 / 2 : ℂ) • (1 : Matrix m m ℂ) - n) *ᵥ x)).re

/-- The real number `μ` is an eigenvalue of `A`: some nonzero vector is scaled by `μ`. -/
def IsEigenvalue (A : Matrix m m ℂ) (μ : ℝ) : Prop :=
  ∃ v : m → ℂ, v ≠ 0 ∧ A *ᵥ v = (μ : ℂ) • v

/-- The operator `1/2 - n` acts on a local vector as `v/2 - n v`. -/
theorem half_sub_mulVec (n : Matrix m m ℂ) (v : m → ℂ) :
    ((1 / 2 : ℂ) • (1 : Matrix m m ℂ) - n) *ᵥ v = (1 / 2 : ℂ) • v - n *ᵥ v := by
  rw [Matrix.sub_mulVec, Matrix.smul_mulVec, Matrix.one_mulVec]

/-- The level shift is a trace against the orbital's own density matrix `x x†`. -/
theorem levelShift_eq_trace (U : ℝ) (n : Matrix m m ℂ) (x : m → ℂ) :
    levelShift U n x = U * ((trace (vecMulVec x (star x))).re / 2
      - (trace (n * vecMulVec x (star x))).re) := by
  have key : ∀ M : Matrix m m ℂ,
      star x ⬝ᵥ (M *ᵥ x) = trace (M * vecMulVec x (star x)) := by
    intro M
    simp only [Matrix.trace, Matrix.diag_apply, Matrix.mul_apply, Matrix.vecMulVec_apply,
      dotProduct, Matrix.mulVec, Finset.mul_sum]
    exact Finset.sum_congr rfl fun i _ => Finset.sum_congr rfl fun j _ => by ring
  have half : (1 / 2 : ℂ) = ((1 / 2 : ℝ) : ℂ) := by norm_num
  rw [levelShift, key, half, sub_mul, Matrix.smul_mul, one_mul, Matrix.trace_sub,
    Matrix.trace_smul, smul_eq_mul, Complex.sub_re, Complex.re_ofReal_mul]
  ring

/-- The level shift is the derivative of the Hubbard energy with respect to the
occupation of the orbital. -/
theorem hasDerivAt_hubbardEnergy (U : ℝ) (n : Matrix m m ℂ) (x : m → ℂ) :
    HasDerivAt (fun t : ℝ => hubbardEnergy U (n + (t : ℂ) • vecMulVec x (star x)))
      (levelShift U n x) 0 := by
  rw [levelShift_eq_trace]
  generalize vecMulVec x (star x) = D
  -- the energy is exactly quadratic in the added occupation
  have key : ∀ t : ℝ, hubbardEnergy U (n + (t : ℂ) • D) = hubbardEnergy U n
      + t * (U * ((trace D).re / 2 - (trace (n * D)).re))
      - t ^ 2 * (U / 2 * (trace (D * D)).re) := by
    intro t
    simp only [hubbardEnergy, add_mul, mul_add, Matrix.smul_mul, Matrix.mul_smul,
      Matrix.trace_add, Matrix.trace_sub, Matrix.trace_smul, smul_eq_mul,
      Complex.add_re, Complex.sub_re, Complex.re_ofReal_mul]
    rw [Matrix.trace_mul_comm D n]
    ring
  rw [funext key]
  generalize U * ((trace D).re / 2 - (trace (n * D)).re) = s
  generalize U / 2 * (trace (D * D)).re = q
  have h1 : HasDerivAt (fun t : ℝ => t * s) s 0 := by
    simpa using (hasDerivAt_id' (0 : ℝ)).mul_const s
  have h2 : HasDerivAt (fun t : ℝ => t ^ 2 * q) 0 0 := by
    simpa using (hasDerivAt_pow 2 (0 : ℝ)).mul_const q
  exact ((h1.const_add (hubbardEnergy U n)).fun_sub h2).congr_deriv (sub_zero s)

/-- The shifts of all occupied levels sum to `U tr(n/2 - n²)`. -/
theorem sum_levelShift (U : ℝ) (a : ι → m → ℂ) :
    ∑ k, levelShift U (occupation a) (a k) =
      U * (trace ((1 / 2 : ℂ) • occupation a - occupation a * occupation a)).re := by
  have h : ∀ M : Matrix m m ℂ, ∑ k, (trace (M * vecMulVec (a k) (star (a k)))).re
      = (trace (M * occupation a)).re := by
    intro M
    simp only [occupation, Finset.mul_sum, Matrix.trace_sum, Complex.re_sum]
  have h1 := h 1
  simp only [one_mul] at h1
  have half : (1 / 2 : ℂ) = ((1 / 2 : ℝ) : ℂ) := by norm_num
  simp only [levelShift_eq_trace]
  rw [← Finset.mul_sum, Finset.sum_sub_distrib, ← Finset.sum_div, h1, h, half,
    Matrix.trace_sub, Matrix.trace_smul, smul_eq_mul, Complex.sub_re, Complex.re_ofReal_mul]
  ring

omit [Fintype m] [DecidableEq m] in
/-- The local occupation matrix is Hermitian. -/
theorem occupation_isHermitian (a : ι → m → ℂ) : (occupation a).IsHermitian :=
  Matrix.IsHermitian.ext fun i j => by
    simp only [occupation, Matrix.sum_apply, Matrix.vecMulVec_apply, Pi.star_apply,
      star_sum, star_mul, star_star]

/-- A Hermitian operator whose eigenvalues are all positive has a positive expectation
value in every nonzero vector. -/
theorem expectation_pos {B : Matrix m m ℂ} (hB : B.IsHermitian)
    (h : ∀ μ, IsEigenvalue B μ → 0 < μ) {x : m → ℂ} (hx : x ≠ 0) :
    0 < (star x ⬝ᵥ (B *ᵥ x)).re := by
  have hpos : B.PosDef := by
    rw [hB.posDef_iff_eigenvalues_pos]
    intro j
    refine h _ ⟨(hB.eigenvectorBasis j).ofLp, ?_, ?_⟩
    · intro h0
      apply hB.eigenvectorBasis.orthonormal.ne_zero j
      ext i
      simpa using congrFun h0 i
    · exact (hB.mulVec_eigenvectorBasis j).trans (by ext i; simp)
  exact (Complex.lt_def.mp (hpos.dotProduct_mulVec_pos hx)).1

/-- For `U > 0` and a Hermitian `n` with all eigenvalues below `1/2`, every level with a
nonzero local projection is shifted up. -/
theorem levelShift_pos {U : ℝ} (hU : 0 < U) {n : Matrix m m ℂ} (hn : n.IsHermitian)
    (h : ∀ μ, IsEigenvalue n μ → μ < 1 / 2) {x : m → ℂ} (hx : x ≠ 0) :
    0 < levelShift U n x := by
  have hh : ((1 / 2 : ℂ) • (1 : Matrix m m ℂ)).IsHermitian := by
    simp [Matrix.IsHermitian, Matrix.conjTranspose_smul]
  refine mul_pos hU (expectation_pos (hh.sub hn) ?_ hx)
  -- an eigenvalue μ of 1/2 - n is an eigenvalue 1/2 - μ of n
  rintro μ ⟨v, hv, e⟩
  rw [half_sub_mulVec] at e
  have := h (1 / 2 - μ) ⟨v, hv, by
    push_cast
    linear_combination (norm := module) (-1 : ℂ) • e⟩
  linarith

/-- For `U > 0` and a Hermitian `n` with all eigenvalues above `1/2`, every level with a
nonzero local projection is shifted down. -/
theorem levelShift_neg {U : ℝ} (hU : 0 < U) {n : Matrix m m ℂ} (hn : n.IsHermitian)
    (h : ∀ μ, IsEigenvalue n μ → 1 / 2 < μ) {x : m → ℂ} (hx : x ≠ 0) :
    levelShift U n x < 0 := by
  have hh : ((1 / 2 : ℂ) • (1 : Matrix m m ℂ)).IsHermitian := by
    simp [Matrix.IsHermitian, Matrix.conjTranspose_smul]
  have hpos := expectation_pos (hh.sub hn).neg (x := x) (by
    rintro μ ⟨v, hv, e⟩
    rw [Matrix.neg_mulVec, half_sub_mulVec] at e
    have := h (1 / 2 + μ) ⟨v, hv, by
      push_cast
      linear_combination (norm := module) (1 : ℂ) • e⟩
    linarith) hx
  rw [Matrix.neg_mulVec, dotProduct_neg, Complex.neg_re] at hpos
  exact mul_neg_of_pos_of_neg hU (by linarith)

/-- If `U > 0` and the occupation matrix is nonzero with all eigenvalues below `1/2`, no
occupied level is shifted down and the sum of the shifts is positive. -/
theorem occupied_levels_raised {U : ℝ} (hU : 0 < U) (a : ι → m → ℂ)
    (hn : occupation a ≠ 0) (h : ∀ μ, IsEigenvalue (occupation a) μ → μ < 1 / 2) :
    (∀ k, 0 ≤ levelShift U (occupation a) (a k)) ∧
      0 < ∑ k, levelShift U (occupation a) (a k) := by
  have hnonneg : ∀ k, 0 ≤ levelShift U (occupation a) (a k) := by
    intro k
    by_cases hk : a k = 0
    · simp [levelShift, hk]
    · exact (levelShift_pos hU (occupation_isHermitian a) h hk).le
  -- a nonzero occupation matrix needs an orbital that reaches into the sphere
  have hex : ∃ k, a k ≠ 0 := by
    by_contra hc
    push Not at hc
    exact hn (by simp [occupation, hc])
  obtain ⟨k, hk⟩ := hex
  exact ⟨hnonneg, Finset.sum_pos' (fun i _ => hnonneg i)
    ⟨k, Finset.mem_univ k, levelShift_pos hU (occupation_isHermitian a) h hk⟩⟩

/-- For `U > 0` and `x ≠ 0`, a single occupied orbital with weight `p = ∑ |x_i|²` in the sphere is
shifted by `U p (1/2 - p)`, and it moves up exactly when `p < 1/2`. -/
theorem single_orbital {U : ℝ} (hU : 0 < U) {x : m → ℂ} (hx : x ≠ 0) :
    levelShift U (occupation fun _ : Unit => x) x
        = U * ((∑ i, ‖x i‖ ^ 2) * (1 / 2 - ∑ i, ‖x i‖ ^ 2)) ∧
      (0 < levelShift U (occupation fun _ : Unit => x) x ↔ ∑ i, ‖x i‖ ^ 2 < 1 / 2) := by
  have hp : star x ⬝ᵥ x = ((∑ i, ‖x i‖ ^ 2 : ℝ) : ℂ) := by
    simp [dotProduct, Complex.conj_mul']
  have hpos : 0 < ∑ i, ‖x i‖ ^ 2 := by
    obtain ⟨i, hi⟩ := Function.ne_iff.mp hx
    have hi' : 0 < ‖x i‖ := norm_pos_iff.mpr hi
    exact Finset.sum_pos' (fun j _ => by positivity) ⟨i, Finset.mem_univ i, by positivity⟩
  have ho : (occupation fun _ : Unit => x) = vecMulVec x (star x) := by
    simp [occupation]
  have hm : vecMulVec x (star x) *ᵥ x = (star x ⬝ᵥ x) • x := by
    ext i
    simp only [Matrix.mulVec, dotProduct, Matrix.vecMulVec_apply, Pi.smul_apply,
      smul_eq_mul, Finset.sum_mul]
    exact Finset.sum_congr rfl fun j _ => by ring
  generalize (∑ i, ‖x i‖ ^ 2) = p at hp hpos ⊢
  have hs : levelShift U (occupation fun _ : Unit => x) x = U * (p * (1 / 2 - p)) := by
    have e : (1 / 2 : ℂ) * (p : ℂ) - (p : ℂ) * (p : ℂ) = ((p * (1 / 2 - p) : ℝ) : ℂ) := by
      push_cast
      ring
    rw [levelShift, half_sub_mulVec, ho, hm, dotProduct_sub, dotProduct_smul,
      dotProduct_smul, hp, smul_eq_mul, smul_eq_mul, e, Complex.ofReal_re]
  refine ⟨hs, ?_⟩
  rw [hs, mul_pos_iff_of_pos_left hU, mul_pos_iff_of_pos_left hpos, sub_pos]

end

end HubbardSmallSpheres
```

```lean
#print axioms HubbardSmallSpheres.sum_levelShift
-- 'HubbardSmallSpheres.sum_levelShift' depends on axioms: [propext, Classical.choice, Quot.sound]
#print axioms HubbardSmallSpheres.levelShift_neg
-- 'HubbardSmallSpheres.levelShift_neg' depends on axioms: [propext, Classical.choice, Quot.sound]
#print axioms HubbardSmallSpheres.occupied_levels_raised
-- 'HubbardSmallSpheres.occupied_levels_raised' depends on axioms: [propext, Classical.choice, Quot.sound]
#print axioms HubbardSmallSpheres.single_orbital
-- 'HubbardSmallSpheres.single_orbital' depends on axioms: [propext, Classical.choice, Quot.sound]
```

### How the lemmas fit together

`levelShift_eq_trace` rewrites the shift as a trace against $D$. In `hasDerivAt_hubbardEnergy`, `key` is the quadratic expansion above, and the linear and quadratic terms are then differentiated at $t=0$. `sum_levelShift` sums the traces, using its auxiliary identity `h` with $M=1$ and $M=n$.

`occupation_isHermitian` supplies the Hermitian property. `expectation_pos` replaces the eigenvector expansion by Mathlib's criterion that a Hermitian matrix with positive eigenvalues is positive definite. `levelShift_pos` applies it to $\tfrac12-n$, using `half_sub_mulVec` to turn an eigenvalue $\mu$ of that matrix into the eigenvalue $\tfrac12-\mu$ of $n$; `levelShift_neg` does the same with $n-\tfrac12$.

`occupied_levels_raised` treats $a_k=0$ separately, then finds a nonzero $a_k$ by contradiction with $n\neq0$. `single_orbital` computes $nx=px$ in `hm` and `hp`, and reads the sign off the product.
